# For a Hermitian operator with a positive gap, the Hylleraas energy error is bounded quadratically in the residual and the projected energy error linearly

An iterative solver for first-order amplitudes stops when the norm of the residual falls below a threshold, and the second-order energy is then evaluated from amplitudes that are not quite converged. The accuracy of that number depends on the formula used. The projected energy is a single overlap with the coupling vector. The Hylleraas energy needs one more overlap, and if the excitation energies have a positive lower bound \(a\), its error is at most the square of the residual norm divided by \(a\).

In NEVPT2 the equations have the form \(Ax+b=0\). Here \(A\) is the Dyall Hamiltonian minus the reference energy, projected onto a finite space of first-order functions orthogonal to the reference, and \(b\) is the perturbation acting on the reference, projected onto that space. The results below apply to such a calculation if \(A\) is Hermitian with all its eigenvalues at least some \(a>0\). Physically, \(a\) is a lower bound on the excitation energies that appear as denominators. It is assumed here and not derived from the Dyall Hamiltonian.

The space of first-order functions is a complex inner product space `E`. Its inner product \(\langle u,v\rangle\) is conjugate-linear in the first argument, as in bra-ket notation.

```lean
import Mathlib

open scoped InnerProductSpace ComplexConjugate

namespace HylleraasVersusProjected

noncomputable section

variable {E : Type*} [NormedAddCommGroup E] [InnerProductSpace ℂ E]
```

## Residual and energies

The operator is a linear equivalence `A : E ≃ₗ[ℂ] E`, so `A.symm` is a true inverse \(A^{-1}\). Both act on functions and not on coefficient arrays: linearly dependent perturber functions make the coefficients non-unique but do not affect the invertibility of \(A\) on the space they span. For approximate amplitudes \(x\) the residual is

\[ r = Ax+b , \]

which vanishes exactly at \(x_0=-A^{-1}b\). Norms are those of the function space. In a non-orthogonal set of perturbers, \(\|r\|\) therefore includes the overlap metric and is not the plain norm of a coefficient array.

```lean
/-- The residual `r = A x + b` of the first-order amplitude equations. -/
def residual (A : E ≃ₗ[ℂ] E) (b x : E) : E := A x + b
```

The Hylleraas energy is the functional

\[ H[x]=\langle x,Ax\rangle+2\,\mathrm{Re}\langle x,b\rangle . \]

The code takes the real part of the first term, which changes nothing when \(A\) is Hermitian, and so `hylleraas` is a real number.

```lean
/-- The Hylleraas energy `Re ⟨x, A x⟩ + 2 Re ⟨x, b⟩` of the amplitudes `x`. -/
def hylleraas (A : E ≃ₗ[ℂ] E) (b x : E) : ℝ :=
  (⟪x, A x⟫_ℂ).re + 2 * (⟪x, b⟫_ℂ).re
```

The projected energy is

\[ P[x]=\langle b,x\rangle . \]

It is complex in general, because approximate amplitudes may carry a phase error.

```lean
/-- The projected energy `⟨b, x⟩` of the amplitudes `x`. -/
def projected (b x : E) : ℂ := ⟪b, x⟫_ℂ
```

Both are compared with the second-order energy

\[ E_2=-\langle b,A^{-1}b\rangle . \]

The definition takes the real part. The imaginary part is zero for Hermitian \(A\), which is shown where it is first needed.

```lean
/-- The second-order energy, the real part of `-⟨b, A⁻¹ b⟩`. -/
def secondOrder (A : E ≃ₗ[ℂ] E) (b : E) : ℝ := -(⟪b, A.symm b⟫_ℂ).re
```

## From eigenvalues to expectation values

Let \(T\) be Hermitian on a finite-dimensional space, with orthonormal eigenvectors \(e_i\) and eigenvalues \(\lambda_i\ge a\). Inserting the resolution of the identity gives

\[ \langle x,Tx\rangle=\sum_i\langle x,e_i\rangle\langle e_i,Tx\rangle=\sum_i\lambda_i|\langle e_i,x\rangle|^2\ \ge\ a\sum_i|\langle e_i,x\rangle|^2=a\|x\|^2 . \]

In Lean, Hermiticity is `IsSymmetric`. The hypothesis `hspec` speaks only of real eigenvalues \(\mu\), which loses nothing because a Hermitian operator has no others. The step `hterm` computes one term of the sum, and `Finset.sum_le_sum` compares the two sums term by term.

```lean
variable {A : E ≃ₗ[ℂ] E} {a : ℝ}

/-- If all eigenvalues of a Hermitian operator on a finite-dimensional space are at least `a`,
then its expectation values satisfy `a ‖x‖² ≤ ⟨x, T x⟩`. -/
theorem gap_of_eigenvalues [FiniteDimensional ℂ E] {T : E →ₗ[ℂ] E} (hT : T.IsSymmetric)
    (hspec : ∀ μ : ℝ, Module.End.HasEigenvalue T (μ : ℂ) → a ≤ μ) (x : E) :
    a * ‖x‖ ^ 2 ≤ (⟪x, T x⟫_ℂ).re := by
  let e := hT.eigenvectorBasis rfl
  -- expand both sides in the eigenvectors and compare term by term
  rw [← e.sum_inner_mul_inner x (T x), Complex.re_sum, ← e.sum_sq_norm_inner_right x,
    Finset.mul_sum]
  refine Finset.sum_le_sum fun i _ => ?_
  have hi : T (e i) = ((hT.eigenvalues rfl i : ℝ) : ℂ) • e i :=
    hT.apply_eigenvectorBasis rfl i
  have hle : a ≤ hT.eigenvalues rfl i := hspec _ (hT.hasEigenvalue_eigenvalues rfl i)
  have hterm : ⟪x, e i⟫_ℂ * ⟪e i, T x⟫_ℂ
      = ((hT.eigenvalues rfl i * ‖⟪e i, x⟫_ℂ‖ ^ 2 : ℝ) : ℂ) := by
    rw [← hT (e i) x, hi, inner_smul_left, Complex.conj_ofReal, ← inner_conj_symm x (e i)]
    push_cast
    rw [← Complex.conj_mul']
    ring
  rw [hterm, Complex.ofReal_re]
  exact mul_le_mul_of_nonneg_right hle (sq_nonneg _)
```

## The inverse is Hermitian and bounded

Writing \(v=AA^{-1}v\) and moving \(A\) to the other side of the inner product gives

\[ \langle A^{-1}u,v\rangle=\langle A^{-1}u,AA^{-1}v\rangle=\langle AA^{-1}u,A^{-1}v\rangle=\langle u,A^{-1}v\rangle . \]

```lean
/-- The inverse of an invertible Hermitian operator is Hermitian. -/
theorem inverse_hermitian (hA : (A : E →ₗ[ℂ] E).IsSymmetric) (u v : E) :
    ⟪A.symm u, v⟫_ℂ = ⟪u, A.symm v⟫_ℂ := by
  have h : ⟪A (A.symm u), A.symm v⟫_ℂ = ⟪A.symm u, A (A.symm v)⟫_ℂ := hA _ _
  rw [A.apply_symm_apply, A.apply_symm_apply] at h
  exact h.symm
```

Now put \(A^{-1}u\) into the gap inequality. With the Hermiticity of the inverse and the Cauchy-Schwarz inequality,

\[ a\|A^{-1}u\|^2\le\mathrm{Re}\langle A^{-1}u,u\rangle=\mathrm{Re}\langle u,A^{-1}u\rangle\le\|u\|\,\|A^{-1}u\| . \]

The first part is a lower bound on the expectation value of \(A^{-1}\). Dividing the outer members by \(\|A^{-1}u\|\) gives \(\|A^{-1}u\|\le\|u\|/a\). If \(A^{-1}u=0\) there is nothing to divide by, but the bound is then obvious, and the proof treats that case separately. The theorem takes the gap inequality itself as the hypothesis `hgap`, which `gap_of_eigenvalues` supplies in finite dimension.

```lean
/-- If `A` is Hermitian with `a ‖x‖² ≤ ⟨x, A x⟩` and `a > 0`, then
`a ‖A⁻¹ u‖² ≤ ⟨u, A⁻¹ u⟩` and `‖A⁻¹ u‖ ≤ ‖u‖ / a`. -/
theorem inverse_bounds (hA : (A : E →ₗ[ℂ] E).IsSymmetric) (ha : 0 < a)
    (hgap : ∀ x, a * ‖x‖ ^ 2 ≤ (⟪x, A x⟫_ℂ).re) (u : E) :
    a * ‖A.symm u‖ ^ 2 ≤ (⟪u, A.symm u⟫_ℂ).re ∧ ‖A.symm u‖ ≤ ‖u‖ / a := by
  have h := hgap (A.symm u)
  rw [A.apply_symm_apply, inverse_hermitian hA] at h
  refine ⟨h, ?_⟩
  have h1 : a * ‖A.symm u‖ ^ 2 ≤ ‖u‖ * ‖A.symm u‖ :=
    h.trans ((Complex.re_le_norm _).trans (norm_inner_le_norm _ _))
  rw [le_div_iff₀ ha]
  rcases (norm_nonneg (A.symm u)).eq_or_lt with h0 | hpos
  · rw [← h0, zero_mul]
    exact norm_nonneg u
  · exact le_of_mul_le_mul_left (by linarith [h1, sq (‖A.symm u‖)] :
      ‖A.symm u‖ * (‖A.symm u‖ * a) ≤ ‖A.symm u‖ * ‖u‖) hpos
```

## Two exact error formulas

Applying \(A^{-1}\) to the residual gives the error of the amplitudes,

\[ A^{-1}r=x+A^{-1}b=x-x_0 . \]

For the Hylleraas energy, expand

\[ \langle r,A^{-1}r\rangle=\langle Ax,x\rangle+\langle Ax,A^{-1}b\rangle+\langle b,x\rangle+\langle b,A^{-1}b\rangle . \]

Hermiticity turns the first term into \(\langle x,Ax\rangle\) and the second into \(\langle x,b\rangle\). The second and third terms have equal real parts, so

\[ \mathrm{Re}\langle r,A^{-1}r\rangle=\langle x,Ax\rangle+2\,\mathrm{Re}\langle x,b\rangle+\langle b,A^{-1}b\rangle=H[x]-E_2 . \]

For the projected energy,

\[ \langle b,A^{-1}r\rangle=\langle b,x\rangle+\langle b,A^{-1}b\rangle=P[x]-E_2 . \]

The last equality uses that \(\langle b,A^{-1}b\rangle\) equals its own complex conjugate and is therefore real. In the proof, `hr` is the formula for \(A^{-1}r\), while `h1`, `h2` and `h3` are the three replacements in the expansion.

```lean
/-- For Hermitian invertible `A`, the Hylleraas energy differs from the second-order energy by
`⟨r, A⁻¹ r⟩`, and the projected energy differs from it by `⟨b, A⁻¹ r⟩`. -/
theorem error_identities (hA : (A : E →ₗ[ℂ] E).IsSymmetric) (b x : E) :
    hylleraas A b x - secondOrder A b
        = (⟪residual A b x, A.symm (residual A b x)⟫_ℂ).re ∧
      projected b x - secondOrder A b = ⟪b, A.symm (residual A b x)⟫_ℂ := by
  have hr : A.symm (residual A b x) = x + A.symm b := by
    rw [residual, map_add, A.symm_apply_apply]
  rw [hr]
  constructor
  · have h1 : ⟪A x, x⟫_ℂ = ⟪x, A x⟫_ℂ := hA x x
    have h2 : ⟪A x, A.symm b⟫_ℂ = ⟪x, b⟫_ℂ := by
      rw [← inverse_hermitian hA, A.symm_apply_apply]
    have h3 : (⟪b, x⟫_ℂ).re = (⟪x, b⟫_ℂ).re := by
      rw [← inner_conj_symm b x, Complex.conj_re]
    rw [residual, inner_add_left, inner_add_right, inner_add_right, h1, h2,
      Complex.add_re, Complex.add_re, Complex.add_re, h3, hylleraas, secondOrder]
    ring
  · -- the second-order energy is real because the inverse is Hermitian
    have h : conj ⟪b, A.symm b⟫_ℂ = ⟪b, A.symm b⟫_ℂ := by
      rw [inner_conj_symm]
      exact inverse_hermitian hA b b
    rw [projected, secondOrder, Complex.ofReal_neg, Complex.conj_eq_iff_re.mp h,
      inner_add_right]
    ring
```

These identities need no gap. They hold for any invertible Hermitian \(A\), including one with negative eigenvalues caused by intruder states. What fails in that situation is the sign: if \(r\) is an eigenvector with a negative eigenvalue, the Hylleraas energy lies below \(E_2\).

## Bounds in terms of the residual norm

With the gap, the inverse bounds for \(u=r\) give

\[ 0\le a\|A^{-1}r\|^2\le\mathrm{Re}\langle r,A^{-1}r\rangle\le\|r\|\,\|A^{-1}r\|\le\frac{\|r\|^2}{a} , \]

and Cauchy-Schwarz with \(b\) on the left gives

\[ |\langle b,A^{-1}r\rangle|\le\|b\|\,\|A^{-1}r\|\le\frac{\|b\|\,\|r\|}{a} . \]

The Hylleraas energy is thus an upper bound to \(E_2\). As an illustration in atomic units, take \(a=0.5\), \(\|b\|=0.3\) and \(\|r\|=10^{-4}\). The Hylleraas energy is then at most \(2\times10^{-8}\) too high, while the bound on the projected error is \(6\times10^{-5}\).

The theorem states this for every \(b\) and \(x\) in a finite-dimensional space, with the eigenvalue condition as its hypothesis. Its first group of statements contains the Hylleraas identity and the two-sided bound, and its second group the projected identity and the bound on its modulus. The auxiliary step `hcs` is the Cauchy-Schwarz estimate for a general left vector \(u\), used once with \(u=r\) and once with \(u=b\).

```lean
/-- On a finite-dimensional space, let `A` be Hermitian and invertible with all eigenvalues at least
`a > 0`. The Hylleraas energy exceeds the second-order energy by `⟨r, A⁻¹ r⟩`, at most `‖r‖² / a`;
the projected energy has the error `⟨b, A⁻¹ r⟩`, of modulus at most `‖b‖ ‖r‖ / a`. -/
theorem hylleraas_versus_projected [FiniteDimensional ℂ E]
    (hA : (A : E →ₗ[ℂ] E).IsSymmetric) (ha : 0 < a)
    (hspec : ∀ μ : ℝ, Module.End.HasEigenvalue (A : E →ₗ[ℂ] E) (μ : ℂ) → a ≤ μ) (b x : E) :
    let r := residual A b x
    (hylleraas A b x - secondOrder A b = (⟪r, A.symm r⟫_ℂ).re ∧
      0 ≤ (⟪r, A.symm r⟫_ℂ).re ∧ (⟪r, A.symm r⟫_ℂ).re ≤ ‖r‖ ^ 2 / a) ∧
    (projected b x - secondOrder A b = ⟪b, A.symm r⟫_ℂ ∧
      ‖⟪b, A.symm r⟫_ℂ‖ ≤ ‖b‖ * ‖r‖ / a) := by
  intro r
  obtain ⟨hlow, hinv⟩ := inverse_bounds hA ha (fun y => gap_of_eigenvalues hA hspec y) r
  -- Cauchy-Schwarz together with the bound on the inverse
  have hcs : ∀ u : E, ‖⟪u, A.symm r⟫_ℂ‖ ≤ ‖u‖ * ‖r‖ / a := fun u => by
    rw [mul_div_assoc]
    exact (norm_inner_le_norm _ _).trans (mul_le_mul_of_nonneg_left hinv (norm_nonneg u))
  refine ⟨⟨(error_identities hA b x).1, le_trans (by positivity) hlow, ?_⟩,
    (error_identities hA b x).2, hcs b⟩
  rw [sq]
  exact (Complex.re_le_norm _).trans (hcs r)
```

## The correction that turns one energy into the other

Since \(\langle x,r\rangle=\langle x,Ax\rangle+\langle x,b\rangle\) and \(\mathrm{Re}\langle x,b\rangle=\mathrm{Re}\langle b,x\rangle\),

\[ H[x]=\mathrm{Re}\,P[x]+\mathrm{Re}\langle x,r\rangle . \]

A solver that already holds the residual can therefore obtain the Hylleraas energy from the projected one with a single further inner product. The residual has to belong to the same amplitudes \(x\), and not to those before the last update. This identity is pure algebra and does not even need \(A\) to be Hermitian.

```lean
/-- The Hylleraas energy is the real part of the projected energy plus `Re ⟨x, r⟩`. -/
theorem hylleraas_eq_projected_add (A : E ≃ₗ[ℂ] E) (b x : E) :
    hylleraas A b x = (projected b x).re + (⟪x, residual A b x⟫_ℂ).re := by
  rw [projected, ← inner_conj_symm b x, Complex.conj_re, residual, inner_add_right,
    Complex.add_re, hylleraas]
  ring
```

## Exact amplitudes with a scaling error

A simple family of trial amplitudes shows the two orders side by side. Scale the exact amplitudes by \(1+t\) with real \(t\), so that \(x=-(1+t)A^{-1}b\). Then

\[ r=-(1+t)b+b=-tb , \]

\[ P[x]-E_2=(1+t)E_2-E_2=tE_2 , \]

\[ H[x]-E_2=\langle tb,A^{-1}tb\rangle=t^2\langle b,A^{-1}b\rangle=-t^2E_2 . \]

Amplitudes that are 1% too large give a projected energy of \(1.01\,E_2\) and a Hylleraas energy of \(0.9999\,E_2\). When \(E_2<0\), the projected value lies below \(E_2\), so the projected energy is not an upper bound.

The proof first computes the residual as `hres`. It then obtains \(P[x_0]=E_2\) from the projected error identity at zero residual and multiplies by \(1+t\). The Hylleraas part inserts `hres` into the other identity.

```lean
/-- For Hermitian invertible `A`, scaling the exact amplitudes `-A⁻¹ b` by `1 + t` gives the
residual `-t b`, a projected error `t E₂` and a Hylleraas error `-t² E₂`, where `E₂` is the
second-order energy. -/
theorem scaled_amplitudes (hA : (A : E →ₗ[ℂ] E).IsSymmetric) (b : E) (t : ℝ) :
    let x := (1 + (t : ℂ)) • (-A.symm b)
    residual A b x = -((t : ℂ) • b) ∧
      projected b x - secondOrder A b = (t : ℂ) * secondOrder A b ∧
      hylleraas A b x - secondOrder A b = -t ^ 2 * secondOrder A b := by
  intro x
  have hres : residual A b x = -((t : ℂ) • b) := by
    simp only [x, residual]
    rw [map_smul, map_neg, A.apply_symm_apply]
    module
  refine ⟨hres, ?_, ?_⟩
  · -- the exact energy is the projected energy of the exact amplitudes
    have h0 := (error_identities hA b (-A.symm b)).2
    rw [residual, map_neg, A.apply_symm_apply, neg_add_cancel, map_zero, inner_zero_right] at h0
    have hx : projected b x = (1 + (t : ℂ)) * projected b (-A.symm b) :=
      inner_smul_right _ _ _
    rw [hx]
    linear_combination (1 + (t : ℂ)) * h0
  · rw [(error_identities hA b x).1, hres, map_neg, map_smul, inner_neg_neg, inner_smul_left,
      inner_smul_right, Complex.conj_ofReal, Complex.re_ofReal_mul, Complex.re_ofReal_mul,
      secondOrder]
    ring
```

## No quadratic bound for the projected energy

The linear bound on the projected error might merely have been a crude estimate. The scaled amplitudes show that its order is right. Let \(b\neq0\). Then \(A^{-1}b\neq0\), and the inverse bounds give

\[ -E_2=\mathrm{Re}\langle b,A^{-1}b\rangle\ge a\|A^{-1}b\|^2>0 . \]

Suppose that some constant \(C\) satisfied \(|P[x]-E_2|\le C\|r\|^2\) for all \(x\). For the scaled amplitudes with \(t>0\) this reads

\[ t\,|E_2|\le C\,t^2\|b\|^2\le|C|\,t^2\|b\|^2 . \]

Choose

\[ t=\frac{|E_2|}{|C|\,\|b\|^2+1} , \]

so that \(|E_2|=t\,(|C|\,\|b\|^2+1)\). The inequality becomes \(t^2(|C|\,\|b\|^2+1)\le|C|\,t^2\|b\|^2\), hence \(t^2\le0\), which contradicts \(t>0\).

The statement concerns all amplitudes at once, for fixed \(A\) and \(b\). For particular amplitudes the projected error can be much smaller, and it vanishes whenever \(r\) is orthogonal to \(A^{-1}b\). In the code, `hE` is the negativity of \(E_2\), the `obtain` step for `t` makes the choice above, and `nlinarith` derives the final contradiction.

```lean
/-- Let `A` be Hermitian and invertible with `a ‖x‖² ≤ ⟨x, A x⟩`, `a > 0`, and let `b ≠ 0`. Then
no constant `C` bounds the error of the projected energy by `C ‖r‖²` for all amplitudes. -/
theorem projected_not_quadratic (hA : (A : E →ₗ[ℂ] E).IsSymmetric) (ha : 0 < a)
    (hgap : ∀ x, a * ‖x‖ ^ 2 ≤ (⟪x, A x⟫_ℂ).re) {b : E} (hb : b ≠ 0) :
    ¬ ∃ C : ℝ, ∀ x, ‖projected b x - secondOrder A b‖ ≤ C * ‖residual A b x‖ ^ 2 := by
  rintro ⟨C, hC⟩
  have hne : A.symm b ≠ 0 := fun h => hb (by rw [← A.apply_symm_apply b, h, map_zero])
  have hE : secondOrder A b < 0 := by
    have h1 := (inverse_bounds hA ha hgap b).1
    have h2 : 0 < a * ‖A.symm b‖ ^ 2 := mul_pos ha (pow_pos (norm_pos_iff.mpr hne) 2)
    rw [secondOrder]
    linarith
  have hK : 0 < |C| * ‖b‖ ^ 2 + 1 := by positivity
  -- a scaling error t so small that the linear term wins
  obtain ⟨t, ht, htK⟩ : ∃ t : ℝ, 0 < t ∧ t * (|C| * ‖b‖ ^ 2 + 1) = -secondOrder A b :=
    ⟨-secondOrder A b / (|C| * ‖b‖ ^ 2 + 1), div_pos (neg_pos.mpr hE) hK,
      div_mul_cancel₀ _ hK.ne'⟩
  obtain ⟨h1, h2, _⟩ := scaled_amplitudes hA b t
  have h := hC ((1 + (t : ℂ)) • (-A.symm b))
  rw [h1, h2, norm_neg, norm_smul, norm_mul, Complex.norm_real, Complex.norm_real,
    Real.norm_of_nonneg ht.le, Real.norm_of_nonpos hE.le, ← htK] at h
  have h3 : C * (t * ‖b‖) ^ 2 ≤ |C| * (t * ‖b‖) ^ 2 :=
    mul_le_mul_of_nonneg_right (le_abs_self C) (sq_nonneg _)
  nlinarith [pow_pos ht 2]

end

end HylleraasVersusProjected
```

```lean
#print axioms HylleraasVersusProjected.hylleraas_versus_projected
#print axioms HylleraasVersusProjected.hylleraas_eq_projected_add
#print axioms HylleraasVersusProjected.projected_not_quadratic
```

```
'HylleraasVersusProjected.hylleraas_versus_projected' depends on axioms: [propext, Classical.choice, Quot.sound]
'HylleraasVersusProjected.hylleraas_eq_projected_add' depends on axioms: [propext, Classical.choice, Quot.sound]
'HylleraasVersusProjected.projected_not_quadratic' depends on axioms: [propext, Classical.choice, Quot.sound]
```
